# Measurement-only braiding of Majorana modes as an operator identity

The Majorana operators can be fixed matrices or elements known only through their relations. The formal statement takes the second course: $g_a$, with $a$ in an index type `ι`, are elements of any complex algebra `A`, and `IsMajorana g` assumes $g_a^2=1$ and $g_ag_b=-g_bg_a$ for $a\ne b$. Fixed $4\times4$ matrices would allow entrywise computation but would not cover further modes or other representations.

```lean
import Mathlib

open Complex Matrix
open scoped Kronecker

namespace MeasurementOnlyBraiding

noncomputable section

variable {ι A : Type*} [Ring A] [Algebra ℂ A] {g : ι → A} {a b c d x : ι}

/-- Majorana relations: each generator squares to 1 and distinct generators anticommute. -/
structure IsMajorana (g : ι → A) : Prop where
  sq : ∀ a, g a * g a = 1
  anti : ∀ {a b}, a ≠ b → g a * g b = -(g b * g a)
```

The pair parity is $\Pi_{ab}=i g_ag_b$. An outcome $s=\pm1$ is an element of `ℤˣ`, with operator $P^s_{ab}=(1+s\Pi_{ab})/2$ and $P_{ab}=P^{+1}_{ab}$. Measuring the pairs $cd, bc, ac, cd$ in this time order, with outcomes $s,s_2,s_1,t$, gives $K=P^t_{cd}P^{s_1}_{ac}P^{s_2}_{bc}P^s_{cd}$ (`kraus`), and $cd$ is the ancilla pair.

```lean
/-- The fermion parity `i g_a g_b` of a pair of Majorana generators. -/
def parity (g : ι → A) (a b : ι) : A := I • (g a * g b)

/-- The operator `(1 + s i g_a g_b)/2` for the outcome `s = ±1` of a parity measurement. -/
def proj (g : ι → A) (s : ℤˣ) (a b : ι) : A :=
  (1 / 2 : ℂ) • (1 + ((s : ℤ) : ℂ) • parity g a b)

/-- The operator `P_ab = (1 + i g_a g_b)/2`. -/
def P (g : ι → A) (a b : ι) : A := (1 / 2 : ℂ) • (1 + I • (g a * g b))

/-- The measurement operator of the parity sequence `cd, bc, ac, cd` with outcomes
`s, s₂, s₁, t` in time order (read from right to left). -/
def kraus (g : ι → A) (t s₁ s₂ s : ℤˣ) (a b c d : ι) : A :=
  proj g t c d * proj g s₁ a c * proj g s₂ b c * proj g s c d
```

For ideal projective parity measurements on exact Majorana zero modes, the identities below give the operation that one pass of this sequence performs on modes $a,b$ and the ancilla pair without moving any of them. Repeated-measurement protocols, errors and the topology of worldlines are not modelled.

## (a) Parities sharing a mode

Show $\Pi_{ac}\Pi_{bc}=g_ag_b$ for $b\ne c$.

Solution. $g_ag_cg_bg_c=-g_ag_bg_c^2=-g_ag_b$, which is `key`, and $i^2=-1$ cancels the sign.

```lean
/-- Two parities sharing the generator `g_c` multiply to `g_a g_b`. -/
theorem parity_mul (h : IsMajorana g) (hbc : b ≠ c) :
    parity g a c * parity g b c = g a * g b := by
  have key : g a * g c * (g b * g c) = -(g a * g b) := by
    calc g a * g c * (g b * g c) = g a * (g c * g b) * g c := by noncomm_ring
      _ = -(g a * g b * (g c * g c)) := by rw [h.anti hbc.symm]; noncomm_ring
      _ = -(g a * g b) := by rw [h.sq, mul_one]
  unfold parity
  rw [smul_mul_assoc, mul_smul_comm, smul_smul, I_mul_I, key]
  simp
```

## (b) Complementary idempotents

For $a\ne b$ show $(P^s_{ab})^2=P^s_{ab}$, $P^{-s}_{ab}P^s_{ab}=0$ and $P^s_{ab}+P^{-s}_{ab}=1$.

Solution. Part (a) gives $\Pi_{ab}^2=g_a^2=1$ (`hu`). With $\Pi=\Pi_{ab}$, $(1+s\Pi)^2=2(1+s\Pi)$ and $(1-s\Pi)(1+s\Pi)=1-\Pi^2=0$; the sum is immediate. Lean splits on $s$, expands, and `module` compares coefficients. For $a=b$ in a nonzero algebra, $P_{aa}=(1+i)/2$ squares to $i/2$, so idempotence fails.

```lean
/-- For `a ≠ b` the outcome operator is idempotent, is annihilated by the operator of the
opposite outcome, and the two add up to 1. -/
theorem proj_complementary (h : IsMajorana g) (hab : a ≠ b) (s : ℤˣ) :
    proj g s a b * proj g s a b = proj g s a b ∧ proj g (-s) a b * proj g s a b = 0 ∧
      proj g s a b + proj g (-s) a b = 1 := by
  have hu : parity g a b * parity g a b = 1 := by rw [parity_mul h hab, h.sq]
  rcases Int.units_eq_one_or s with rfl | rfl <;> refine ⟨?_, ?_, ?_⟩ <;>
    simp only [proj, smul_mul_assoc, mul_smul_comm, add_mul, mul_add, one_mul, mul_one, hu,
      Units.val_one, Units.val_neg, Int.cast_one, Int.cast_neg] <;> module
```

## (c) Moving the ancilla projector

Let $c\ne d$ and $x,y\notin\{c,d\}$. Show $P^s_{cd}\,g_xg_y=g_xg_yP^s_{cd}$ and $P^s_{cd}\,g_xg_c=g_xg_cP^{-s}_{cd}$.

Solution. Passing $g_y$ through $g_cg_d$ costs two signs, so $P^s_{cd}g_y=g_yP^s_{cd}$ (`one`). Passing $g_c$ costs one, $g_cg_dg_c=-g_c\,g_cg_d$, so $P^s_{cd}g_c=g_cP^{-s}_{cd}$ (`two`). Apply these factor by factor.

```lean
/-- The `cd` projector commutes with `g_x g_y` for `x, y` outside the pair, while moving it
through `g_x g_c` reverses its outcome. -/
theorem proj_mul_pair (h : IsMajorana g) (hcd : c ≠ d) (hxc : x ≠ c) (hxd : x ≠ d) (s : ℤˣ) :
    (∀ y, y ≠ c → y ≠ d → proj g s c d * (g x * g y) = g x * g y * proj g s c d) ∧
      proj g s c d * (g x * g c) = g x * g c * proj g (-s) c d := by
  have one : ∀ y, y ≠ c → y ≠ d → proj g s c d * g y = g y * proj g s c d := by
    intro y hyc hyd
    have hJ : g c * g d * g y = g y * (g c * g d) := by
      calc g c * g d * g y = g c * (g d * g y) := mul_assoc _ _ _
        _ = -(g c * g y) * g d := by rw [h.anti hyd.symm]; noncomm_ring
        _ = g y * (g c * g d) := by rw [h.anti hyc.symm]; noncomm_ring
    simp only [proj, parity, smul_mul_assoc, mul_smul_comm, add_mul, mul_add, one_mul,
      mul_one, hJ]
  have two : proj g s c d * g c = g c * proj g (-s) c d := by
    have hJ : g c * g d * g c = -(g c * (g c * g d)) := by
      rw [mul_assoc, h.anti hcd.symm, mul_neg]
    simp only [proj, parity, smul_mul_assoc, mul_smul_comm, add_mul, mul_add, one_mul,
      mul_one, hJ, Units.val_neg, Int.cast_neg]
    module
  refine ⟨fun y hyc hyd => ?_, ?_⟩
  · rw [← mul_assoc, one x hxc hxd, mul_assoc (g x), one y hyc hyd, ← mul_assoc]
  · rw [← mul_assoc, one x hxc hxd, mul_assoc (g x), two, ← mul_assoc]
```

## (d) The middle product

For $b\ne c$ show
$$P^{s_1}_{ac}P^{s_2}_{bc}=\tfrac14(1+s_1s_2\,g_ag_b)+\tfrac14(s_1\Pi_{ac}+s_2\Pi_{bc}).$$

Solution. Multiply out and replace $\Pi_{ac}\Pi_{bc}$ by (a).

```lean
/-- Expansion of the product of the two middle projectors. -/
theorem proj_mul_proj (h : IsMajorana g) (hbc : b ≠ c) (s₁ s₂ : ℤˣ) :
    proj g s₁ a c * proj g s₂ b c =
      (1 / 4 : ℂ) • (1 + (((s₁ * s₂ : ℤˣ) : ℤ) : ℂ) • (g a * g b)) +
      (1 / 4 : ℂ) • (((s₁ : ℤ) : ℂ) • parity g a c + ((s₂ : ℤ) : ℂ) • parity g b c) := by
  simp only [proj, smul_mul_assoc, mul_smul_comm, add_mul, mul_add, one_mul, mul_one,
    parity_mul h hbc, Units.val_mul, Int.cast_mul]
  module
```

## (e) Equal ancilla outcomes

Let $a,b\notin\{c,d\}$, $c\ne d$ and $t=s$, with $a=b$ allowed. Show $K=\tfrac14(1+s_1s_2\,g_ag_b)P^s_{cd}$.

Solution. Write $E=P^s_{cd}$ and place (d) between two factors $E$. By (c) and (b), $E\,g_ag_bE=g_ag_bE^2=g_ag_bE$ (`h1`), while $E\,g_ag_cE=g_ag_cP^{-s}_{cd}E=0$ (`h2`), and likewise with $b$ for $a$ (`h3`). Only the first bracket survives.

```lean
/-- If the first and last `cd` outcomes agree, the measurement operator equals
`(1/4)(1 + s₁ s₂ g_a g_b)` times the `cd` projector. -/
theorem kraus_same (h : IsMajorana g) (hac : a ≠ c) (had : a ≠ d) (hbc : b ≠ c) (hbd : b ≠ d)
    (hcd : c ≠ d) (s s₁ s₂ : ℤˣ) :
    kraus g s s₁ s₂ s a b c d =
      (1 / 4 : ℂ) • ((1 + (((s₁ * s₂ : ℤˣ) : ℤ) : ℂ) • (g a * g b)) * proj g s c d) := by
  obtain ⟨hI, hO, -⟩ := proj_complementary h hcd s
  have h1 : proj g s c d * (g a * g b) * proj g s c d = g a * g b * proj g s c d := by
    rw [(proj_mul_pair h hcd hac had s).1 b hbc hbd, mul_assoc (g a * g b), hI]
  -- terms that flip the `cd` parity are projected out
  have h2 : proj g s c d * (g a * g c) * proj g s c d = 0 := by
    rw [(proj_mul_pair h hcd hac had s).2, mul_assoc (g a * g c), hO, mul_zero]
  have h3 : proj g s c d * (g b * g c) * proj g s c d = 0 := by
    rw [(proj_mul_pair h hcd hbc hbd s).2, mul_assoc (g b * g c), hO, mul_zero]
  rw [kraus, mul_assoc _ (proj g s₁ a c) (proj g s₂ b c), proj_mul_proj h hbc]
  simp only [parity, mul_add, add_mul, smul_mul_assoc, mul_smul_comm, mul_one, one_mul,
    h1, h2, h3, hI]
  module
```

## (f) Four generators

Number the generators $0$ to $3$ as in `Fin 4`. Show that each $P_{ab}$ with $a\ne b$ is idempotent and
$$P_{23}P_{02}P_{12}P_{23}=\tfrac14(1+g_0g_1)P_{23}.$$
In the numbering $1$ to $4$ this reads $P_{34}P_{13}P_{23}P_{34}=\tfrac14(1+g_1g_2)P_{34}$.

Solution. Use (b), and (e) with $(a,b,c,d)=(0,1,2,3)$ and all outcomes $+1$; `decide` settles the index inequalities. The normalised factor is $R=(1+g_0g_1)/\sqrt2$, so the right side is $RP_{23}/(2\sqrt2)$. For matrices, $(g_0g_1)^2=-1$ makes $R$ equal to the exchange operator $\exp(\tfrac{\pi}{4}g_0g_1)$; the theorem itself contains only the algebraic identity. If these four modes are the whole system, a physical state has definite total parity, so fixing $\Pi_{23}$ also fixes $\Pi_{01}$ and $R$ acts only as a phase; a nontrivial gate requires further modes. Reading the product from left to right as time order swaps the middle measurements, and (e) with $(a,b)=(1,0)$ then gives $1+g_1g_0=1-g_0g_1$, the opposite sense of exchange.

```lean
/-- For four Majorana generators (numbered 0 to 3) each `P_ab` with `a ≠ b` is idempotent and
`P₂₃ P₀₂ P₁₂ P₂₃ = (1/4)(1 + g₀ g₁) P₂₃`. -/
theorem measurement_only_braiding {g : Fin 4 → A} (h : IsMajorana g) :
    (∀ a b, a ≠ b → P g a b * P g a b = P g a b) ∧
      P g 2 3 * P g 0 2 * P g 1 2 * P g 2 3 = (1 / 4 : ℂ) • ((1 + g 0 * g 1) * P g 2 3) := by
  have e : ∀ a b, P g a b = proj g 1 a b := fun a b => by simp [P, proj, parity]
  simp only [e]
  refine ⟨fun a b hab => (proj_complementary h hab 1).1, ?_⟩
  have k := kraus_same (a := 0) (b := 1) (c := 2) (d := 3) h (by decide) (by decide)
    (by decide) (by decide) (by decide) 1 1 1
  simpa only [kraus, mul_one, Units.val_one, Int.cast_one, one_smul] using k
```

## (g) Opposite ancilla outcomes

With the indices of (e) and $t=-s$, show $K=\tfrac14(s_1\Pi_{ac}+s_2\Pi_{bc})P^s_{cd}$.

Solution. Now $P^{-s}_{cd}E=0$ removes the terms $1$ and $g_ag_b$ (`hO`, `h1`), while $P^{-s}_{cd}\,g_ag_cE=g_ag_cE^2=g_ag_cE$ (`h2`), and likewise with $b$ (`h3`).

```lean
/-- If the last `cd` outcome is opposite to the first, the measurement operator equals
`(1/4)(s₁ i g_a g_c + s₂ i g_b g_c)` times the initial `cd` projector. -/
theorem kraus_opposite (h : IsMajorana g) (hac : a ≠ c) (had : a ≠ d) (hbc : b ≠ c)
    (hbd : b ≠ d) (hcd : c ≠ d) (s s₁ s₂ : ℤˣ) :
    kraus g (-s) s₁ s₂ s a b c d = (1 / 4 : ℂ) •
      ((((s₁ : ℤ) : ℂ) • parity g a c + ((s₂ : ℤ) : ℂ) • parity g b c) * proj g s c d) := by
  obtain ⟨hI, hO, -⟩ := proj_complementary h hcd s
  -- now the terms that conserve the `cd` parity are projected out
  have h1 : proj g (-s) c d * (g a * g b) * proj g s c d = 0 := by
    rw [(proj_mul_pair h hcd hac had (-s)).1 b hbc hbd, mul_assoc (g a * g b), hO, mul_zero]
  have h2 : proj g (-s) c d * (g a * g c) * proj g s c d = g a * g c * proj g s c d := by
    rw [(proj_mul_pair h hcd hac had (-s)).2, neg_neg, mul_assoc (g a * g c), hI]
  have h3 : proj g (-s) c d * (g b * g c) * proj g s c d = g b * g c * proj g s c d := by
    rw [(proj_mul_pair h hcd hbc hbd (-s)).2, neg_neg, mul_assoc (g b * g c), hI]
  rw [kraus, mul_assoc _ (proj g s₁ a c) (proj g s₂ b c), proj_mul_proj h hbc]
  simp only [parity, mul_add, add_mul, smul_mul_assoc, mul_smul_comm, mul_one,
    h1, h2, h3, hO]
  module
```

## (h) One intermediate measurement

For distinct $a,c,d$ show $P^s_{cd}P^{s_1}_{ac}P^s_{cd}=\tfrac12P^s_{cd}$.

Solution. Put $b=a$, $s_2=s_1$ in (e). The middle product collapses to $P^{s_1}_{ac}$ by (b), and $1+s_1^2g_a^2=2$.

```lean
/-- An `ac` projector of either outcome between two equal `cd` projectors gives one half
of the `cd` projector. -/
theorem proj_remeasure (h : IsMajorana g) (hac : a ≠ c) (had : a ≠ d) (hcd : c ≠ d)
    (s s₁ : ℤˣ) :
    proj g s c d * proj g s₁ a c * proj g s c d = (1 / 2 : ℂ) • proj g s c d := by
  have k := kraus_same h hac had hac had hcd s s₁ s₁
  rw [kraus, mul_assoc _ (proj g s₁ a c) (proj g s₁ a c), (proj_complementary h hac s₁).1,
    Int.units_mul_self, h.sq] at k
  rw [k]
  simp only [Units.val_one, Int.cast_one, one_smul, add_mul, one_mul]
  module
```

## (i) Weight of the sequence

Let `A` carry a conjugate-linear involution ${}^*$ that reverses products (`star`, the adjoint) with $g_a^*=g_a$, assumed in `hs`. For distinct $a,b,c,d$ and $t=s$ show $K^*K=\tfrac18P^s_{cd}$.

Solution. Set $U=g_ag_b$ and $\sigma=s_1s_2$. Then $U^*=g_bg_a=-U$ (`hsU`), $U^2=-1$ (`hU`), and $E^*=E$ because $(ig_cg_d)^*=-ig_dg_c=ig_cg_d$ (`hE`). Part (e) gives
$$K^*K=\tfrac1{16}E(1-\sigma U)(1+\sigma U)E=\tfrac1{16}E(1-U^2)E=\tfrac18E.$$
Lean abstracts `U` and `E` by `generalize` and expands for both values of $\sigma$, simplifying the separate terms with the fact that $E$ commutes with $U$ (`hc`). On a Hilbert space one would read this as probability $\|K\psi\|^2=1/8$ for each outcome pair $(s_1,s_2)$ with $t=s$ and a unit vector $\psi=E\psi$, the normalised final state being $2\sqrt2\,K\psi$. Without `hab`, take $a=b$ and $s_2=-s_1$: then $K=0$ by (e), which contradicts the claim whenever $E\ne0$.

```lean
/-- For self-adjoint distinct generators and equal first and last `cd` outcomes, the
measurement operator `K` satisfies `K* K = (1/8)` times the `cd` projector. -/
theorem star_kraus_mul_kraus [StarRing A] [StarModule ℂ A] (h : IsMajorana g)
    (hs : ∀ a, star (g a) = g a) (hab : a ≠ b) (hac : a ≠ c) (had : a ≠ d) (hbc : b ≠ c)
    (hbd : b ≠ d) (hcd : c ≠ d) (s s₁ s₂ : ℤˣ) :
    star (kraus g s s₁ s₂ s a b c d) * kraus g s s₁ s₂ s a b c d =
      (1 / 8 : ℂ) • proj g s c d := by
  have hI := (proj_complementary h hcd s).1
  have hc := (proj_mul_pair h hcd hac had s).1 b hbc hbd
  have c2 : star (1 / 2 : ℂ) = 1 / 2 := by simp
  have c4 : star (1 / 4 : ℂ) = 1 / 4 := by simp
  have cI : star I = -I := by simp
  have hE : star (proj g s c d) = proj g s c d := by
    simp only [proj, parity, star_smul, star_add, star_one, star_mul, hs, h.anti hcd.symm,
      c2, cI, star_intCast]
    module
  have hsU : star (g a * g b) = -(g a * g b) := by rw [star_mul, hs, hs, h.anti hab.symm]
  have hU : g a * g b * (g a * g b) = -1 := by
    calc g a * g b * (g a * g b) = g a * (g b * g a) * g b := by noncomm_ring
      _ = -(g a * g a * (g b * g b)) := by rw [h.anti hab.symm]; noncomm_ring
      _ = -1 := by rw [h.sq, h.sq, mul_one]
  rw [kraus_same h hac had hbc hbd hcd]
  generalize g a * g b = U at hc hsU hU ⊢
  generalize proj g s c d = E at hI hc hE ⊢
  -- (1 ∓ U)(1 ± U) = 2 on the range of E
  have f2 : E * U * E = U * E := by rw [hc, mul_assoc, hI]
  have f1 : E * (U * E) = U * E := by rw [← mul_assoc, f2]
  have f3 : E * U * (U * E) = -E := by
    rw [mul_assoc, ← mul_assoc U U, hU, neg_mul, one_mul, mul_neg, hI]
  rcases Int.units_eq_one_or (s₁ * s₂) with e | e <;> rw [e] <;>
    simp only [star_smul, star_mul, star_add, star_one, star_neg, hE, hsU, c4,
      Units.val_one, Units.val_neg, Int.cast_one, Int.cast_neg, smul_neg, mul_add, add_mul,
      smul_mul_assoc, mul_smul_comm, one_mul, mul_neg, neg_mul, hI, f1, f2, f3] <;>
    module
```

## (j) Jordan-Wigner matrices

With Pauli matrices $X,Y,Z$, show that $g_0=X\otimes1$, $g_1=Y\otimes1$, $g_2=Z\otimes X$, $g_3=Z\otimes Y$ are self-adjoint and obey the Majorana relations, so that (a) to (i) apply to two qubits.

Solution. Pauli matrices are Hermitian, square to $1$ and anticommute pairwise, which `H` verifies entrywise. Products and adjoints act factor by factor on Kronecker products, so $g_a^*=g_a$ (`sk`) and $g_a^2=1\otimes1$. For the anticommutator $\{M,N\}=MN+NM$ one finds $\{g_0,g_1\}=\{X,Y\}\otimes1=0$ and $\{g_2,g_3\}=Z^2\otimes\{X,Y\}=0$. The four mixed pairs follow the pattern $\{g_0,g_3\}=\{X,Z\}\otimes Y=0$.

```lean
/-- The Pauli matrix X. -/
def σx : Matrix (Fin 2) (Fin 2) ℂ := !![0, 1; 1, 0]

/-- The Pauli matrix Y. -/
def σy : Matrix (Fin 2) (Fin 2) ℂ := !![0, -I; I, 0]

/-- The Pauli matrix Z. -/
def σz : Matrix (Fin 2) (Fin 2) ℂ := !![1, 0; 0, -1]

/-- The two-qubit Jordan-Wigner matrices `X⊗1, Y⊗1, Z⊗X, Z⊗Y`. -/
def jw : Fin 4 → Matrix (Fin 2 × Fin 2) (Fin 2 × Fin 2) ℂ :=
  ![σx ⊗ₖ (1 : Matrix (Fin 2) (Fin 2) ℂ), σy ⊗ₖ (1 : Matrix (Fin 2) (Fin 2) ℂ),
    σz ⊗ₖ σx, σz ⊗ₖ σy]

/-- The Jordan-Wigner matrices are self-adjoint and obey the Majorana relations. -/
theorem majorana_witness : IsMajorana jw ∧ ∀ a, star (jw a) = jw a := by
  have H : (σx * σx = 1 ∧ σy * σy = 1 ∧ σz * σz = 1) ∧
      (σx * σy + σy * σx = 0 ∧ σy * σx + σx * σy = 0 ∧ σx * σz + σz * σx = 0 ∧
        σz * σx + σx * σz = 0 ∧ σy * σz + σz * σy = 0 ∧ σz * σy + σy * σz = 0) ∧
      (star σx = σx ∧ star σy = σy ∧ star σz = σz) := by
    refine ⟨⟨?_, ?_, ?_⟩, ⟨?_, ?_, ?_, ?_, ?_, ?_⟩, ?_, ?_, ?_⟩ <;> ext i j <;>
      fin_cases i <;> fin_cases j <;>
      simp [σx, σy, σz, Matrix.mul_apply, Fin.sum_univ_two, Matrix.star_apply]
  obtain ⟨⟨xx, yy, zz⟩, ⟨xy, yx, xz, zx, yz, zy⟩, sx, sy, sz⟩ := H
  have sk : ∀ M N : Matrix (Fin 2) (Fin 2) ℂ, star (M ⊗ₖ N) = star M ⊗ₖ star N := by
    intro M N
    ext ⟨i, j⟩ ⟨k, l⟩
    simp [Matrix.star_apply, Matrix.kroneckerMap_apply]
  refine ⟨⟨fun a => ?_, fun {a b} hab => eq_neg_of_add_eq_zero_left ?_⟩, fun a => ?_⟩
  · fin_cases a <;> simp [jw, ← mul_kronecker_mul, xx, yy, zz]
  · fin_cases a <;> fin_cases b <;>
      first
        | exact absurd rfl hab
        | simp [jw, ← mul_kronecker_mul, ← add_kronecker, ← kronecker_add, zz,
            xy, yx, xz, zx, yz, zy]
  · fin_cases a <;> simp [jw, sk, sx, sy, sz]

end

end MeasurementOnlyBraiding
```

```lean
#print axioms MeasurementOnlyBraiding.measurement_only_braiding
#print axioms MeasurementOnlyBraiding.kraus_opposite
#print axioms MeasurementOnlyBraiding.proj_remeasure
#print axioms MeasurementOnlyBraiding.star_kraus_mul_kraus
```

```
'MeasurementOnlyBraiding.measurement_only_braiding' depends on axioms: [propext, Classical.choice, Quot.sound]
'MeasurementOnlyBraiding.kraus_opposite' depends on axioms: [propext, Classical.choice, Quot.sound]
'MeasurementOnlyBraiding.proj_remeasure' depends on axioms: [propext, Classical.choice, Quot.sound]
'MeasurementOnlyBraiding.star_kraus_mul_kraus' depends on axioms: [propext, Classical.choice, Quot.sound]
```
